# For two spins one half, the exchange coupling is even and the total Sz is odd under time reversal

The theorem `pair_witness` concerns two spins one half, described by explicit complex 4×4 matrices: `pairU` is iσy ⊗ iσy, `pairH` is the exchange coupling σ₁ · σ₂ written with Pauli matrices and unit coupling constant, and `pairSz` is the total spin component diag(1, 0, 0, −1) in units of ħ. Writing U, H and Sz for these three matrices, time reversal is represented by U together with entrywise complex conjugation `conjM`, and the theorem states that U is unitary, that H and Sz are Hermitian, that U conj(H) = H U (`TimeEven`), and that U conj(Sz) = −Sz U (`TimeOdd`). The attempt rewrites unitarity as U Uᴴ = 1, unfolds the definitions of the other properties, splits the five claims, and checks every matrix entry with `ext`, `fin_cases` and one `simp` call.

As first written in Lean, the proof fails:

```lean
import Mathlib

open Matrix
open scoped ComplexOrder

namespace TimeOddThermal

noncomputable section

variable {n : Type*} [Fintype n] [DecidableEq n]

/-- Entrywise complex conjugate of a matrix. -/
def conjM (X : Matrix n n ℂ) : Matrix n n ℂ := X.map star

/-- `H` is even under time reversal: `U conj(H) = H U`. -/
def TimeEven (U H : Matrix n n ℂ) : Prop := U * conjM H = H * U

/-- `A` is odd under time reversal: `U conj(A) = -A U`. -/
def TimeOdd (U A : Matrix n n ℂ) : Prop := U * conjM A = -A * U

/-- The matrix `iσy ⊗ iσy` for two spins one half. -/
def pairU : Matrix (Fin 4) (Fin 4) ℂ := !![0, 0, 0, 1; 0, 0, -1, 0; 0, -1, 0, 0; 1, 0, 0, 0]

/-- The exchange coupling `σ₁ · σ₂` of two spins one half. -/
def pairH : Matrix (Fin 4) (Fin 4) ℂ := !![1, 0, 0, 0; 0, -1, 2, 0; 0, 2, -1, 0; 0, 0, 0, 1]

/-- The total spin component `Sz` of two spins one half. -/
def pairSz : Matrix (Fin 4) (Fin 4) ℂ := !![1, 0, 0, 0; 0, 0, 0, 0; 0, 0, 0, 0; 0, 0, 0, -1]

/-- For two spins one half, `iσy ⊗ iσy` is unitary, the exchange coupling is Hermitian and
time-even, and the total `Sz` is Hermitian and time-odd. -/
theorem pair_witness :
    pairU ∈ unitaryGroup (Fin 4) ℂ ∧ pairH.IsHermitian ∧ pairSz.IsHermitian ∧
    TimeEven pairU pairH ∧ TimeOdd pairU pairSz := by
  rw [mem_unitaryGroup_iff, star_eq_conjTranspose]
  unfold Matrix.IsHermitian TimeEven TimeOdd
  refine ⟨?_, ?_, ?_, ?_, ?_⟩ <;> ext i j <;> fin_cases i <;> fin_cases j <;>
    simp [conjM, pairU, pairH, pairSz, Matrix.mul_apply, Fin.sum_univ_succ,
      conjTranspose_apply]

end

end TimeOddThermal
```

Compiling this gives:

```
Main.lean:34:51: error: unsolved goals
case refine_4.«1».«1»
⊢ (starRingEnd ℂ) 2 = 2

case refine_4.«2».«2»
⊢ (starRingEnd ℂ) 2 = 2
```

Fix (accepted with no message):

```diff
@@ -33,9 +33,10 @@
     pairU ∈ unitaryGroup (Fin 4) ℂ ∧ pairH.IsHermitian ∧ pairSz.IsHermitian ∧
     TimeEven pairU pairH ∧ TimeOdd pairU pairSz := by
+  have h2 : (starRingEnd ℂ) 2 = 2 := map_ofNat _ 2
   rw [mem_unitaryGroup_iff, star_eq_conjTranspose]
   unfold Matrix.IsHermitian TimeEven TimeOdd
   refine ⟨?_, ?_, ?_, ?_, ?_⟩ <;> ext i j <;> fin_cases i <;> fin_cases j <;>
     simp [conjM, pairU, pairH, pairSz, Matrix.mul_apply, Fin.sum_univ_succ,
-      conjTranspose_apply]
+      conjTranspose_apply, h2]
 
 end
```

The one error lists two unsolved goals, both under `refine_4`, the claim `TimeEven pairU pairH`. They are the diagonal entries (1, 1) and (2, 2), counting from zero. There `pairU * conjM pairH` picks up the conjugate of an off-diagonal 2 of `pairH` with a factor −1, while `pairH * pairU` gives −2. After `simp` has expanded the products and cancelled the signs, each entry is reduced to `(starRingEnd ℂ) 2 = 2`: the complex conjugate of the numeral 2 is 2. This is true, but the `simp` call as given does not rewrite it, so the two goals stay open. No other entry of the five claims is reported.

The repair has two parts. The new line `h2` states exactly the leftover equation and proves it by `map_ofNat _ 2`, which says that a ring homomorphism, here `starRingEnd ℂ`, sends a numeral to the same numeral. Adding `h2` to the `simp` list lets it rewrite `(starRingEnd ℂ) 2` to `2`, which closes both goals. The statement is unchanged.
